# One level coupled to N degenerate levels leaves N−1 independent dark states

Take several levels of the same energy $d$, all coupled to one further level of energy $e$, and apply the two-level repulsion formula to each pair separately. The prediction is that every degenerate level is shifted and that nothing stays at $d$. This is wrong as soon as there are two degenerate levels, because the further level couples to only one combination of them.

The same matrix describes a single excitation shared between one cavity mode and $N$ identical two-level emitters, in the rotating-wave approximation and without losses. In that finite model, the problems below determine which emitter states stay free of the cavity and where the mixed states lie.

## The model and its notation

The degenerate levels are labelled by $i$ in a finite set `ι` with $N$ elements.

```lean
import Mathlib

open Matrix

namespace DarkStates

noncomputable section

variable {ι : Type*} [Fintype ι] [DecidableEq ι]
```

The further level has index $0$, written `none` in Lean, and the degenerate level $i$ is `some i`. The states of all these levels form an orthonormal basis. With real $e$ and $d$ and complex amplitudes $v_i$, the Hamiltonian has the entries

$$H_{00}=e,\qquad H_{0j}=\bar v_j,\qquad H_{i0}=v_i,\qquad H_{ij}=d\,\delta_{ij}.$$

The degenerate levels share exactly one energy and do not couple to each other. For emitters, this means no spread of transition frequencies and no direct interaction.

```lean
/-- The Hamiltonian of one level of energy `e` (index `none`) coupled by the amplitudes `v i`
to levels `some i` of common energy `d`, which are not coupled to each other. -/
def hamiltonian (e d : ℝ) (v : ι → ℂ) : Matrix (Option ι) (Option ι) ℂ :=
  Matrix.of fun a b => match a, b with
    | none, none => (e : ℂ)
    | none, some j => star (v j)
    | some i, none => v i
    | some i, some j => if i = j then (d : ℂ) else 0
```

The total coupling strength is $W=\sum_i|v_i|^2$.

```lean
/-- The total coupling strength, the sum of `|v i|²` over the degenerate levels. -/
def coupling (v : ι → ℂ) : ℝ := ∑ i, ‖v i‖ ^ 2
```

The overlap is $\langle v,y\rangle=\sum_i\bar v_i y_i$, conjugated in the first slot. Lean writes it as `star v ⬝ᵥ y`, and `overlap v` is the same expression as a linear map in $y$.

```lean
/-- The overlap `⟨v, y⟩` of a state `y` of the degenerate levels with the coupling vector. -/
def overlap (v : ι → ℂ) : (ι → ℂ) →ₗ[ℂ] ℂ where
  toFun y := star v ⬝ᵥ y
  map_add' y z := dotProduct_add _ y z
  map_smul' c y := by simp [dotProduct_smul]
```

Finally, `embed` turns a vector $y$ of the degenerate levels into the vector $(0,y)$ of the whole system.

```lean
/-- A state of the degenerate levels, regarded as a state of the whole system with zero
amplitude on the extra level. -/
def embed : (ι → ℂ) →ₗ[ℂ] (Option ι → ℂ) where
  toFun y := fun o => o.elim 0 y
  map_add' y z := by
    ext o
    cases o <;> simp
  map_smul' c y := by
    ext o
    cases o <;> simp
```

## (a) Hermiticity

**Task.** Show that the matrix is a legitimate Hamiltonian:

$$H^\dagger=H.$$

**Solution.** Compare $H_{ab}$ with $\overline{H_{ba}}$. The diagonal entries $e$ and $d$ are real. The entry $H_{0j}=\bar v_j$ is the conjugate of $H_{j0}=v_j$. For $i\neq j$, both $H_{ij}$ and $H_{ji}$ vanish. The Lean proof makes the same case distinction. The later Lean proofs do not use this result.

```lean
omit [Fintype ι] in
/-- The Hamiltonian is Hermitian. -/
theorem hamiltonian_isHermitian (e d : ℝ) (v : ι → ℂ) : (hamiltonian e d v).IsHermitian := by
  refine Matrix.IsHermitian.ext fun a b => ?_
  cases a with
  | none => cases b <;> simp [hamiltonian]
  | some i =>
    cases b with
    | none => simp [hamiltonian]
    | some j =>
      by_cases h : i = j
      · subst h
        simp [hamiltonian]
      · simp [hamiltonian, h, Ne.symm h]
```

## (b) The amplitude on the further level

**Task.** For a vector $x$ with amplitudes $x_0$ and $x_i$, show that

$$(Hx)_0=e\,x_0+\langle v,x\rangle,$$

where the overlap uses only the amplitudes $x_i$ on the degenerate levels.

**Solution.** Row $0$ gives $(Hx)_0=H_{00}x_0+\sum_jH_{0j}x_j=e\,x_0+\sum_j\bar v_jx_j$. In Lean, `Fintype.sum_option` splits the sum over all levels in this way.

```lean
/-- The amplitude of `H x` on the extra level is `e x₀ + ⟨v, x⟩`. -/
theorem mulVec_none (e d : ℝ) (v : ι → ℂ) (x : Option ι → ℂ) :
    (hamiltonian e d v *ᵥ x) none = e * x none + star v ⬝ᵥ (fun i => x (some i)) := by
  simp [hamiltonian, Matrix.mulVec, dotProduct, Fintype.sum_option]
```

## (c) The amplitudes on the degenerate levels

**Task.** Show that for every $i$

$$(Hx)_i=v_i\,x_0+d\,x_i.$$

**Solution.** Row $i$ gives $H_{i0}x_0+\sum_jd\,\delta_{ij}x_j$, and only the term $j=i$ survives in the sum.

```lean
/-- The amplitude of `H x` on the degenerate level `i` is `v i x₀ + d x i`. -/
theorem mulVec_some (e d : ℝ) (v : ι → ℂ) (x : Option ι → ℂ) (i : ι) :
    (hamiltonian e d v *ᵥ x) (some i) = v i * x none + d * x (some i) := by
  simp [hamiltonian, Matrix.mulVec, dotProduct, Fintype.sum_option]
```

## (d) Which vectors stay at energy $d$

**Task.** Let $v\neq0$, so that at least one level is really coupled. Show that

$$Hx=d\,x\quad\Longleftrightarrow\quad x_0=0\ \text{ and }\ \langle v,x\rangle=0.$$

**Solution.** Suppose $Hx=d\,x$. By (c), $v_ix_0+d\,x_i=d\,x_i$, so $v_ix_0=0$ for every $i$. Some $v_i$ is nonzero, hence $x_0=0$. Then (b) reads $\langle v,x\rangle=d\,x_0=0$.

Conversely, if both conditions hold, (c) gives $(Hx)_i=d\,x_i$ and (b) gives $(Hx)_0=0=d\,x_0$.

The nonzero vectors of this kind are the dark states. In the Lean proof, `Function.ne_iff` supplies the index with $v_i\neq0$, and `linear_combination` cancels the terms $d\,x_i$.

```lean
/-- For a nonzero coupling vector, `H x = d x` holds exactly for the vectors `x` with zero amplitude
on the extra level and orthogonal to `v` on the others. -/
theorem dark_iff (e d : ℝ) {v : ι → ℂ} (hv : v ≠ 0) (x : Option ι → ℂ) :
    hamiltonian e d v *ᵥ x = (d : ℂ) • x ↔
      x none = 0 ∧ star v ⬝ᵥ (fun i => x (some i)) = 0 := by
  constructor
  · intro h
    -- a level that is really coupled forces the first amplitude to vanish
    obtain ⟨i, hi⟩ := Function.ne_iff.mp hv
    have h1 := congrFun h (some i)
    rw [mulVec_some, Pi.smul_apply, smul_eq_mul] at h1
    have h2 : v i * x none = 0 := by linear_combination h1
    have h0 : x none = 0 := (mul_eq_zero.mp h2).resolve_left hi
    have h3 := congrFun h none
    rw [mulVec_none, Pi.smul_apply, smul_eq_mul, h0] at h3
    exact ⟨h0, by linear_combination h3⟩
  · rintro ⟨h0, h1⟩
    ext o
    cases o with
    | none =>
      rw [mulVec_none, Pi.smul_apply, smul_eq_mul, h0, h1]
      ring
    | some i =>
      rw [mulVec_some, Pi.smul_apply, smul_eq_mul, h0]
      ring
```

## (e) The number of dark states

**Task.** Let $v\neq0$. Show that the eigenspace of $d$ consists of the vectors found in (d), and that

$$\dim\ker(H-d)+1=N.$$

**Solution.** By (d), the eigenspace is the set of all $(0,y)$ with $\langle v,y\rangle=0$. Since $y\mapsto(0,y)$ is injective, its dimension is that of the kernel of $y\mapsto\langle v,y\rangle$.

This functional reaches every complex number $c$: choose $i$ with $v_i\neq0$, set $y_i=c/\bar v_i$, and let all other amplitudes vanish. Its rank is therefore $1$, and rank-nullity gives $N=1+\dim\ker$.

In the Lean statement, `Module.finrank` is the complex dimension and `Fintype.card ι` is $N$. The form "dimension plus one" avoids subtraction of natural numbers, which is cut off at zero. In the proof, `hE` identifies the eigenspace with the embedded kernel, `hinj` and `hsurj` are the injectivity and surjectivity just used, and `hrank` is rank-nullity.

```lean
/-- If one level is coupled by a nonzero vector `v` to `N` levels of common energy `d`, the
eigenspace of `d` has dimension `N - 1` and consists of the vectors with zero amplitude on the extra
level that are orthogonal to `v`. -/
theorem dark_eigenspace (e d : ℝ) {v : ι → ℂ} (hv : v ≠ 0) :
    Module.finrank ℂ (Module.End.eigenspace (Matrix.toLin' (hamiltonian e d v)) (d : ℂ)) + 1
        = Fintype.card ι ∧
      ∀ x, x ∈ Module.End.eigenspace (Matrix.toLin' (hamiltonian e d v)) (d : ℂ) ↔
        x none = 0 ∧ star v ⬝ᵥ (fun i => x (some i)) = 0 := by
  have hmem : ∀ x, x ∈ Module.End.eigenspace (Matrix.toLin' (hamiltonian e d v)) (d : ℂ) ↔
      x none = 0 ∧ star v ⬝ᵥ (fun i => x (some i)) = 0 := fun x => by
    rw [Module.End.mem_eigenspace_iff, Matrix.toLin'_apply, dark_iff e d hv]
  refine ⟨?_, hmem⟩
  -- the eigenspace is a copy of the kernel of the overlap with `v`
  have hE : Module.End.eigenspace (Matrix.toLin' (hamiltonian e d v)) (d : ℂ)
      = (LinearMap.ker (overlap v)).map embed := by
    ext x
    rw [hmem]
    constructor
    · rintro ⟨h0, h1⟩
      refine ⟨fun i => x (some i), LinearMap.mem_ker.mpr h1, ?_⟩
      ext o
      cases o with
      | none => exact h0.symm
      | some i => rfl
    · rintro ⟨y, hy, rfl⟩
      exact ⟨rfl, LinearMap.mem_ker.mp hy⟩
  have hinj : Function.Injective (embed (ι := ι)) := fun y z h => by
    ext i
    exact congrFun h (some i)
  have hsurj : Function.Surjective (overlap v) := fun c => by
    obtain ⟨i, hi⟩ := Function.ne_iff.mp hv
    have hi' : star (v i) ≠ 0 := star_ne_zero.mpr hi
    refine ⟨Pi.single i (c / star (v i)), ?_⟩
    change star v ⬝ᵥ Pi.single i (c / star (v i)) = c
    rw [dotProduct_single, Pi.star_apply]
    exact mul_div_cancel₀ c hi'
  -- rank-nullity: orthogonality to `v` removes one dimension
  have hrank := LinearMap.finrank_range_add_finrank_ker (overlap v)
  rw [LinearMap.range_eq_top.mpr hsurj, finrank_top, Module.finrank_self,
    Module.finrank_fintype_fun_eq_card] at hrank
  rw [hE, ← (Submodule.equivMapOfInjective embed hinj (LinearMap.ker (overlap v))).finrank_eq]
  omega
```

## (f) The condition on every other eigenvalue

**Task.** Let $E\neq d$ be a complex number. Here $v=0$ is allowed. Show that $E$ is an eigenvalue of $H$ exactly when

$$(E-e)(E-d)=W.$$

**Solution.** Let $Hx=Ex$ with $x\neq0$. The rows of $H$ give

$$(E-d)\,x_i=v_ix_0,\qquad (E-e)\,x_0=\langle v,x\rangle.$$

If $x_0$ were zero, the first equation would make every $x_i$ zero, since $E\neq d$. So $x_0\neq0$. Multiply the second equation by $E-d$ and insert the first:

$$(E-d)(E-e)\,x_0=\sum_i\bar v_i\,(E-d)\,x_i=W\,x_0.$$

Cancelling $x_0$ gives the condition.

Conversely, let the condition hold and take $x=(E-d,\,v)$, which is nonzero because $E\neq d$. Row $i$ gives $v_i(E-d)+d\,v_i=E\,v_i$. Row $0$ gives $e(E-d)+W=e(E-d)+(E-e)(E-d)=E(E-d)$. The normalised eigenvector is $x/\sqrt{|E-d|^2+W}$.

Lean states "eigenvalue" as the existence of a nonzero $x$ with $Hx=Ex$. In the proof, `hs` and `hn` are the two row equations, `hx0` is $x_0\neq0$, and `hS` is the sum over the degenerate levels.

```lean
/-- A number `E ≠ d` is an eigenvalue exactly when it solves the secular equation
`(E - e)(E - d) = ∑ |v i|²`. -/
theorem secular_equation (e d : ℝ) (v : ι → ℂ) {E : ℂ} (hE : E ≠ d) :
    (∃ x, x ≠ 0 ∧ hamiltonian e d v *ᵥ x = E • x) ↔
      (E - e) * (E - d) = (coupling v : ℂ) := by
  have hw : star v ⬝ᵥ v = (coupling v : ℂ) := by
    simp only [dotProduct, coupling, Complex.ofReal_sum, Complex.ofReal_pow]
    exact Finset.sum_congr rfl fun i _ => Complex.conj_mul' (v i)
  rw [← hw]
  constructor
  · rintro ⟨x, hx, h⟩
    have hs : ∀ i, (E - d) * x (some i) = v i * x none := fun i => by
      have h1 := congrFun h (some i)
      rw [mulVec_some, Pi.smul_apply, smul_eq_mul] at h1
      linear_combination -h1
    have hn := congrFun h none
    rw [mulVec_none, Pi.smul_apply, smul_eq_mul] at hn
    have hx0 : x none ≠ 0 := fun h0 => hx <| by
      ext o
      cases o with
      | none => exact h0
      | some i =>
        have h1 := hs i
        rw [h0, mul_zero] at h1
        exact (mul_eq_zero.mp h1).resolve_left (sub_ne_zero.mpr hE)
    -- eliminate the amplitudes of the degenerate levels
    have hS : (E - d) * (star v ⬝ᵥ fun i => x (some i)) = (star v ⬝ᵥ v) * x none := by
      simp only [dotProduct, Finset.mul_sum, Finset.sum_mul]
      refine Finset.sum_congr rfl fun i _ => ?_
      linear_combination (star v) i * hs i
    apply mul_right_cancel₀ hx0
    linear_combination hS - (E - d) * hn
  · intro h
    refine ⟨fun o => o.elim (E - d) v,
      fun h0 => sub_ne_zero.mpr hE (congrFun h0 none), ?_⟩
    ext o
    cases o with
    | none =>
      rw [mulVec_none]
      change (e : ℂ) * (E - d) + star v ⬝ᵥ v = E * (E - d)
      linear_combination -h
    | some i =>
      rw [mulVec_some]
      change v i * (E - d) + d * v i = E * v i
      ring
```

## (g) The two bright levels

**Task.** Define

$$E_\pm=\frac{e+d}{2}\pm r,\qquad r=\sqrt{\Big(\frac{e-d}{2}\Big)^2+W}.$$

In Lean, these are `brightLevel e d v 1` and `brightLevel e d v (-1)`.

```lean
/-- The energy `(e + d)/2 + s √(((e - d)/2)² + ∑ |v i|²)`, to be used with `s = 1` or `s = -1`. -/
def brightLevel (e d : ℝ) (v : ι → ℂ) (s : ℝ) : ℝ :=
  (e + d) / 2 + s * √(((e - d) / 2) ^ 2 + coupling v)
```

For $v\neq0$, show that

$$E_-<d<E_+,$$

and that a complex number $E\neq d$ is an eigenvalue exactly when $E=E_-$ or $E=E_+$.

**Solution.** Since $v\neq0$, we have $W>0$ and therefore $r>|e-d|/2$. Hence

$$E_+-d=\frac{e-d}{2}+r>0,\qquad E_--d=\frac{e-d}{2}-r<0.$$

For the second claim, complete the square:

$$(E-e)(E-d)-W=\Big(E-\frac{e+d}{2}\Big)^2-r^2=(E-E_-)(E-E_+).$$

By (f), a number $E\neq d$ is an eigenvalue exactly when this product vanishes.

The Lean proof replaces the square root by a letter `r`, keeping only $r\geq0$ and the value of $r^2$. The inequality `habs` is $|(e-d)/2|<r$, and the two final `linear_combination` steps carry out the factorisation. The theorem does not state the multiplicities of $E_\pm$, but they follow by counting: a Hermitian matrix of size $N+1$ with $N-1$ dimensions at $d$ has one left for each bright level.

```lean
/-- For a nonzero coupling vector the two bright levels lie strictly below and strictly above
`d`, and they are the only eigenvalues other than `d`. -/
theorem bright_levels (e d : ℝ) {v : ι → ℂ} (hv : v ≠ 0) :
    brightLevel e d v (-1) < d ∧ d < brightLevel e d v 1 ∧
      ∀ E : ℂ, E ≠ d → ((∃ x, x ≠ 0 ∧ hamiltonian e d v *ᵥ x = E • x) ↔
        E = brightLevel e d v (-1) ∨ E = brightLevel e d v 1) := by
  have hpos : 0 < coupling v := by
    obtain ⟨i, hi⟩ := Function.ne_iff.mp hv
    have hi' : 0 < ‖v i‖ := norm_pos_iff.mpr hi
    exact Finset.sum_pos' (fun j _ => by positivity) ⟨i, Finset.mem_univ i, by positivity⟩
  unfold brightLevel
  have hr : √(((e - d) / 2) ^ 2 + coupling v) ^ 2 = ((e - d) / 2) ^ 2 + coupling v :=
    Real.sq_sqrt (by positivity)
  have hr0 := Real.sqrt_nonneg (((e - d) / 2) ^ 2 + coupling v)
  generalize √(((e - d) / 2) ^ 2 + coupling v) = r at hr hr0 ⊢
  -- the coupling makes the root exceed half the detuning
  have habs : |(e - d) / 2| < r := abs_lt_of_sq_lt_sq (by linarith) hr0
  obtain ⟨h1, h2⟩ := abs_lt.mp habs
  refine ⟨by linarith, by linarith, fun E hE => ?_⟩
  have hrc : (r : ℂ) ^ 2 = (((e : ℂ) - d) / 2) ^ 2 + (coupling v : ℂ) := by
    exact_mod_cast congrArg (fun t : ℝ => (t : ℂ)) hr
  rw [secular_equation e d v hE, ← sub_eq_zero (a := E), ← sub_eq_zero (a := E),
    ← mul_eq_zero]
  push_cast
  constructor
  · intro h
    linear_combination h - hrc
  · intro h
    linear_combination h + hrc

end

end DarkStates
```

```lean
#print axioms DarkStates.hamiltonian_isHermitian
#print axioms DarkStates.dark_eigenspace
#print axioms DarkStates.bright_levels
```

```
'DarkStates.hamiltonian_isHermitian' depends on axioms: [propext, Classical.choice, Quot.sound]
'DarkStates.dark_eigenspace' depends on axioms: [propext, Classical.choice, Quot.sound]
'DarkStates.bright_levels' depends on axioms: [propext, Classical.choice, Quot.sound]
```

## One and two degenerate levels

For $N=1$ the eigenspace in (e) has dimension zero, so $d$ is not an eigenvalue and there is no dark state. The spectrum is $E_\pm$, the usual pair of repelling levels. At fixed $v_1\neq0$ their separation $2r$ is smallest at $e=d$, where it equals $2|v_1|$, so the levels do not cross as $e$ varies.

The first dark state appears at $N=2$. Up to a phase, its normalised form is

$$\frac{1}{\sqrt{|v_1|^2+|v_2|^2}}\,(0,\ \bar v_2,\ -\bar v_1),$$

for which the two terms $\bar v_1x_1$ and $\bar v_2x_2$ in $(Hx)_0$ cancel.
